# Logarithmic divergence of the exchange sum on a finite one-dimensional k-mesh

Let $K\subseteq\{0,\dots,L-1\}$ be a nonempty set of integers $k$ that label the occupied momenta $2\pi k/L$ on a mesh of $L\ge 1$ points, and let

$$P(r)=\frac1L\sum_{k\in K}e^{2\pi i kr/L},\qquad h(r)=\frac{|P(r)|^2}{P(0)},\qquad X(R)=\sum_{r=1}^{R}\frac{h(r)}{r}.$$

Then $X(R)/\ln R\to 1/L$ as $R\to\infty$, so $X(R)$ diverges. Moreover, $|X(R)-(\ln R)/L|\le 2$ for every $R\ge1$, whatever the mesh and the occupation.

In periodic Hartree–Fock and hybrid-functional calculations, a finite k-mesh likewise makes the density matrix repeat in real space, so the long-range part of exchange needs care; the result shows this for a one-dimensional lattice with one orbital per site, fixed occupations and a bare $1/r$ interaction.

```lean
import Mathlib

open Filter Topology ComplexConjugate

namespace LatticeExchangeDivergence

noncomputable section
```

## Density matrix, exchange hole and exchange sum

The lattice has one orbital per site, and the lattice constant is 1. An element `k : Fin L` is an integer from $0$ to $L-1$ and stands for the momentum $2\pi k/L$. Its Bloch phase at site $r$ is $e^{2\pi ikr/L}$.

```lean
/-- The Bloch phase `exp(2πikr/L)` of momentum `k` at site `r`. -/
def bloch {L : ℕ} (k : Fin L) (r : ℕ) : ℂ :=
  Complex.exp (2 * Real.pi * Complex.I * ((k : ℕ) : ℂ) * (r : ℂ) / (L : ℂ))
```

The finite set `K` holds the occupied momenta of one spin channel, each with occupation one. It may be any subset of the mesh, not only a Fermi sea. Summing the phases over `K` gives the density matrix between two sites at distance $r$.

```lean
/-- The one-particle density matrix `P(r)` between two sites at distance `r`, for the set `K`
of occupied momenta on a mesh of `L ≥ 1` points. -/
def densityMatrix {L : ℕ} (K : Finset (Fin L)) (r : ℕ) : ℂ :=
  1 / (L : ℂ) * ∑ k ∈ K, bloch k r
```

The exchange hole $h(r)$ is taken with positive sign. The code divides by the real part of $P(0)$ because `densityMatrix` is complex-valued; $P(0)$ is shown below to be real.

```lean
/-- The exchange hole `|P(r)|² / P(0)` at distance `r`, for a nonempty set `K` of occupied
momenta. -/
def hole {L : ℕ} (K : Finset (Fin L)) (r : ℕ) : ℝ :=
  ‖densityMatrix K r‖ ^ 2 / (densityMatrix K 0).re
```

The electrons interact through their site occupations, with energy $1/|r|$ at distance $|r|$ in units where $e^2=1$. With the on-site term left out, the exchange energy per electron is $-\tfrac12\sum_{r\ne0}h(r)/|r|$. Since $|P(-r)|=|P(r)|$, cutting this off at distance $R$ gives $-X(R)$.

```lean
/-- The lattice exchange sum with Coulomb weight `1/r` over the distances `1, …, R`, for a
nonempty set `K` of occupied momenta. -/
def exchangeSum {L : ℕ} (K : Finset (Fin L)) (R : ℕ) : ℝ :=
  ∑ r ∈ Finset.Icc 1 R, hole K r / (r : ℝ)
```

## The exchange hole holds one electron per period

For momenta $k,q$ put $\omega=e^{2\pi i(k-q)/L}$. The overlap over one period is $\sum_{r=0}^{L-1}\omega^r$. If $k=q$, it equals $L$. If $k\neq q$, then $0<|k-q|<L$, so $\omega\ne1$, while $\omega^L=1$. The geometric sum satisfies

$$(\omega-1)\sum_{r=0}^{L-1}\omega^r=\omega^L-1=0,$$

and therefore vanishes. In the code, `hw` is $\omega\neq1$, `hwL` is $\omega^L=1$, and `geom_sum_mul` is the displayed identity.

```lean
/-- Bloch phases of different mesh momenta are orthogonal over one period of `L` sites, and
each has squared norm `L`. -/
theorem bloch_orthogonality {L : ℕ} (k q : Fin L) :
    ∑ r ∈ Finset.range L, bloch k r * conj (bloch q r) = if k = q then (L : ℂ) else 0 := by
  have hL : 0 < L := (Nat.zero_le _).trans_lt k.isLt
  have hLc : (L : ℂ) ≠ 0 := by exact_mod_cast hL.ne'
  -- the summand is a power of a single phase
  have hprod : ∀ r : ℕ, bloch k r * conj (bloch q r) =
      Complex.exp (2 * Real.pi * Complex.I * (((k : ℕ) : ℂ) - ((q : ℕ) : ℂ)) / (L : ℂ)) ^ r := by
    intro r
    unfold bloch
    rw [← Complex.exp_conj, ← Complex.exp_add, ← Complex.exp_nat_mul]
    congr 1
    simp only [map_div₀, map_mul, Complex.conj_I, Complex.conj_ofReal, map_natCast, map_ofNat]
    ring
  rw [Finset.sum_congr rfl (fun r _ => hprod r)]
  by_cases h : k = q
  · subst h
    simp
  · rw [if_neg h]
    have hw : Complex.exp
        (2 * Real.pi * Complex.I * (((k : ℕ) : ℂ) - ((q : ℕ) : ℂ)) / (L : ℂ)) ≠ 1 := by
      intro h1
      obtain ⟨n, hn⟩ := Complex.exp_eq_one_iff.1 h1
      rw [div_eq_iff hLc] at hn
      have e : ((k : ℕ) : ℂ) - ((q : ℕ) : ℂ) = (n : ℂ) * (L : ℂ) := by
        apply mul_left_cancel₀ Complex.two_pi_I_ne_zero
        linear_combination hn
      have e' : ((k : ℕ) : ℤ) - ((q : ℕ) : ℤ) = n * (L : ℤ) := by exact_mod_cast e
      have hk : ((k : ℕ) : ℤ) < L := by exact_mod_cast k.isLt
      have hq : ((q : ℕ) : ℤ) < L := by exact_mod_cast q.isLt
      have hk0 : (0 : ℤ) ≤ ((k : ℕ) : ℤ) := Int.natCast_nonneg _
      have hq0 : (0 : ℤ) ≤ ((q : ℕ) : ℤ) := Int.natCast_nonneg _
      have n1 : n < 1 := by
        by_contra hc
        nlinarith
      have n2 : -1 < n := by
        by_contra hc
        nlinarith
      have n0 : n = 0 := by omega
      rw [n0, zero_mul] at e'
      exact h (Fin.ext (by omega))
    have hwL : Complex.exp
        (2 * Real.pi * Complex.I * (((k : ℕ) : ℂ) - ((q : ℕ) : ℂ)) / (L : ℂ)) ^ L = 1 := by
      rw [← Complex.exp_nat_mul, Complex.exp_eq_one_iff]
      refine ⟨((k : ℕ) : ℤ) - ((q : ℕ) : ℤ), ?_⟩
      push_cast
      field_simp
    have g := geom_sum_mul (Complex.exp
      (2 * Real.pi * Complex.I * (((k : ℕ) : ℂ) - ((q : ℕ) : ℂ)) / (L : ℂ))) L
    rw [hwL, sub_self] at g
    exact (mul_eq_zero.1 g).resolve_right (sub_ne_zero.2 hw)
```

At $r=0$ every phase is 1, so $P(0)=|K|/L$, the filling.

```lean
/-- The on-site density `P(0)` is the filling, the fraction of occupied momenta. -/
theorem densityMatrix_zero {L : ℕ} (K : Finset (Fin L)) :
    densityMatrix K 0 = (((K.card : ℝ) / (L : ℝ) : ℝ) : ℂ) := by
  simp [densityMatrix, bloch, div_eq_inv_mul]
```

Moving by $L$ sites multiplies each phase by $e^{2\pi ik}=1$. Hence $P(r+L)=P(r)$ and $h(r+L)=h(r)$.

```lean
/-- The exchange hole repeats itself with the period `L` of the mesh. -/
theorem hole_periodic {L : ℕ} (K : Finset (Fin L)) (r : ℕ) : hole K (r + L) = hole K r := by
  have h : ∀ k ∈ K, bloch k (r + L) = bloch k r := by
    intro k _
    have hL : 0 < L := (Nat.zero_le _).trans_lt k.isLt
    have hLc : (L : ℂ) ≠ 0 := by exact_mod_cast hL.ne'
    refine Complex.exp_eq_exp_iff_exists_int.2 ⟨((k : ℕ) : ℤ), ?_⟩
    push_cast
    field_simp
  unfold hole densityMatrix
  rw [Finset.sum_congr rfl h]
```

Expanding the square and using orthogonality,

$$\sum_{r=0}^{L-1}|P(r)|^2=\frac1{L^2}\sum_{k,q\in K}L\,\delta_{kq}=\frac{|K|}{L}.$$

Division by $P(0)=|K|/L$, which is nonzero because $K$ is nonempty, gives $\sum_{r=0}^{L-1}h(r)=1$. The steps `key`, `diag` and `parseval` expand the square, keep the diagonal terms and add them up.

```lean
/-- Sum rule: for a nonempty set of occupied momenta, the exchange hole contains exactly one
electron per period. -/
theorem hole_sum_rule {L : ℕ} (K : Finset (Fin L)) (hK : K.Nonempty) :
    ∑ r ∈ Finset.range L, hole K r = 1 := by
  have hL : 0 < L := by
    obtain ⟨k, _⟩ := hK
    exact (Nat.zero_le _).trans_lt k.isLt
  have hLc : (L : ℂ) ≠ 0 := by exact_mod_cast hL.ne'
  have hLr : (0 : ℝ) < L := by exact_mod_cast hL
  have hc : (0 : ℝ) < K.card := by exact_mod_cast hK.card_pos
  have key : ∀ r, ((‖densityMatrix K r‖ ^ 2 : ℝ) : ℂ) =
      (1 / (L : ℂ)) ^ 2 * ∑ k ∈ K, ∑ q ∈ K, bloch k r * conj (bloch q r) := by
    intro r
    rw [← Complex.normSq_eq_norm_sq, ← Complex.mul_conj, ← Finset.sum_mul_sum]
    unfold densityMatrix
    simp only [map_mul, map_div₀, map_one, map_natCast, map_sum]
    ring
  -- orthogonality leaves only the diagonal terms
  have diag : ∀ k ∈ K,
      ∑ r ∈ Finset.range L, ∑ q ∈ K, bloch k r * conj (bloch q r) = (L : ℂ) := by
    intro k hk
    rw [Finset.sum_comm, Finset.sum_congr rfl (fun q _ => bloch_orthogonality k q)]
    simp [hk]
  have parseval : ∑ r ∈ Finset.range L, ‖densityMatrix K r‖ ^ 2 = (K.card : ℝ) / L := by
    apply Complex.ofReal_injective
    rw [Complex.ofReal_sum, Finset.sum_congr rfl (fun r _ => key r), ← Finset.mul_sum,
      Finset.sum_comm, Finset.sum_congr rfl diag, Finset.sum_const, nsmul_eq_mul]
    push_cast
    field_simp
  unfold hole
  rw [← Finset.sum_div, parseval, densityMatrix_zero, Complex.ofReal_re]
  exact div_self (div_pos hc hLr).ne'
```

Let $N(n)=\sum_{r=1}^{n}h(r)$. By periodicity the hole charge on the sites $1,\dots,L$ is also one, so $N(n+L)=N(n)+1$. The uniform charge $n/L$ grows by one over a period as well, so the difference $N(n)-n/L$ is periodic. For $n<L$ both terms lie between 0 and 1, hence

$$|N(n)-n/L|\le1\quad\text{for all }n.$$

The strong induction removes one period at a time until $n<L$.

```lean
/-- For a nonempty set of occupied momenta, the hole charge on the sites `1, …, n` differs from
the uniform value `n/L` by at most one electron. -/
theorem hole_charge_bound {L : ℕ} (K : Finset (Fin L)) (hK : K.Nonempty) (n : ℕ) :
    |∑ r ∈ Finset.Icc 1 n, hole K r - (n : ℝ) / L| ≤ 1 := by
  have hL : 0 < L := by
    obtain ⟨k, _⟩ := hK
    exact (Nat.zero_le _).trans_lt k.isLt
  have hLr : (0 : ℝ) < L := by exact_mod_cast hL
  have hpos : ∀ r, 0 ≤ hole K r := by
    intro r
    unfold hole
    rw [densityMatrix_zero, Complex.ofReal_re]
    positivity
  have move : ∀ m : ℕ, ∑ r ∈ Finset.Icc 1 m, hole K r + hole K 0 =
      ∑ r ∈ Finset.range m, hole K r + hole K m := by
    intro m
    induction m with
    | zero => simp
    | succ m ih =>
      rw [Finset.sum_Icc_succ_top (Nat.le_add_left 1 m), Finset.sum_range_succ]
      linarith
  have one : ∑ r ∈ Finset.Icc 1 L, hole K r = 1 := by
    have h1 := move L
    have h2 := hole_periodic K 0
    rw [zero_add] at h2
    rw [hole_sum_rule K hK] at h1
    linarith
  -- each further period adds one electron
  have shift : ∀ m : ℕ, ∑ r ∈ Finset.Icc 1 (m + L), hole K r =
      ∑ r ∈ Finset.Icc 1 m, hole K r + 1 := by
    intro m
    induction m with
    | zero => simp [one]
    | succ m ih =>
      have hp := hole_periodic K (m + 1)
      rw [show m + 1 + L = m + L + 1 by omega] at hp ⊢
      rw [Finset.sum_Icc_succ_top (Nat.le_add_left 1 (m + L)),
        Finset.sum_Icc_succ_top (Nat.le_add_left 1 m), ih, hp]
      ring
  induction n using Nat.strong_induction_on with
  | _ n ih =>
    by_cases hn : n < L
    · have a : ∑ r ∈ Finset.Icc 1 n, hole K r ≤ ∑ r ∈ Finset.Icc 1 L, hole K r :=
        Finset.sum_le_sum_of_subset_of_nonneg (Finset.Icc_subset_Icc_right hn.le)
          (fun r _ _ => hpos r)
      have b : 0 ≤ ∑ r ∈ Finset.Icc 1 n, hole K r := Finset.sum_nonneg (fun r _ => hpos r)
      have c : (n : ℝ) / L ≤ 1 := (div_le_one hLr).2 (by exact_mod_cast hn.le)
      have d : 0 ≤ (n : ℝ) / L := by positivity
      exact abs_le.2 ⟨by linarith, by linarith⟩
    · obtain ⟨m, rfl⟩ : ∃ m, n = m + L := ⟨n - L, by omega⟩
      have e : ((m + L : ℕ) : ℝ) / L = (m : ℝ) / L + 1 := by
        push_cast
        field_simp
      rw [shift, e, add_sub_add_right_eq_sub]
      exact ih m (by omega)
```

## Bounded charge gives a bounded Coulomb sum

Let $g$ be a charge distribution with $G(n)=\sum_{r=1}^n g(r)$ and $|G(n)|\le1$ for all $n$. Writing $g(r)=G(r)-G(r-1)$ and regrouping,

$$\sum_{r=1}^R\frac{g(r)}r=\frac{G(R)}{R+1}+\sum_{r=1}^R G(r)\left(\frac1r-\frac1{r+1}\right).$$

The weights are nonnegative and telescope, so the absolute value is at most $\frac1{R+1}+1-\frac1{R+1}=1$.

The decisive device in Lean is an induction on a stronger statement. The bound by 1 does not carry itself from $n$ to $n+1$, since a new term could push the sum past 1. The statement `key` therefore subtracts the boundary term $G(n)/(n+1)$ and allows only $1-\frac1{n+1}$. The next site then adds exactly $G(n+1)\left(\frac1{n+1}-\frac1{n+2}\right)$, which is the identity `e`, and the allowance grows by the same weight. After `generalize` has replaced the two sums by real variables `S` and `G`, `linarith` closes the step.

```lean
/-- If the accumulated charge of a distribution `g` never exceeds one in magnitude, neither
does its Coulomb sum with weight `1/r`. -/
theorem coulomb_sum_bound (g : ℕ → ℝ) (hg : ∀ n, |∑ r ∈ Finset.Icc 1 n, g r| ≤ 1) (R : ℕ) :
    |∑ r ∈ Finset.Icc 1 R, g r / (r : ℝ)| ≤ 1 := by
  -- summation by parts, one site at a time
  have key : ∀ n : ℕ, |∑ r ∈ Finset.Icc 1 n, g r / (r : ℝ) -
      (∑ r ∈ Finset.Icc 1 n, g r) / ((n : ℝ) + 1)| ≤ 1 - 1 / ((n : ℝ) + 1) := by
    intro n
    induction n with
    | zero => simp
    | succ n ih =>
      have h := hg (n + 1)
      rw [Finset.sum_Icc_succ_top (Nat.le_add_left 1 n)] at h
      rw [Finset.sum_Icc_succ_top (Nat.le_add_left 1 n),
        Finset.sum_Icc_succ_top (Nat.le_add_left 1 n)]
      generalize (∑ r ∈ Finset.Icc 1 n, g r / (r : ℝ)) = S at ih ⊢
      generalize (∑ r ∈ Finset.Icc 1 n, g r) = G at ih h ⊢
      have w : 0 ≤ 1 / ((n : ℝ) + 1) - 1 / ((n : ℝ) + 1 + 1) := by
        have : 1 / ((n : ℝ) + 1) - 1 / ((n : ℝ) + 1 + 1) =
            1 / (((n : ℝ) + 1) * ((n : ℝ) + 1 + 1)) := by
          field_simp
          ring
        rw [this]
        positivity
      have e : S + g (n + 1) / ((n + 1 : ℕ) : ℝ) - (G + g (n + 1)) / (((n + 1 : ℕ) : ℝ) + 1) =
          (S - G / ((n : ℝ) + 1)) +
            (G + g (n + 1)) * (1 / ((n : ℝ) + 1) - 1 / ((n : ℝ) + 1 + 1)) := by
        push_cast
        ring
      rw [e]
      push_cast
      have h1 := abs_le.1 ih
      have h2 := abs_le.1 h
      have u1 := mul_le_mul_of_nonneg_right h2.1 w
      have u2 := mul_le_mul_of_nonneg_right h2.2 w
      exact abs_le.2 ⟨by linarith [h1.1], by linarith [h1.2]⟩
  have hp : (0 : ℝ) < (R : ℝ) + 1 := by positivity
  have b : |(∑ r ∈ Finset.Icc 1 R, g r) / ((R : ℝ) + 1)| ≤ 1 / ((R : ℝ) + 1) := by
    rw [abs_div, abs_of_pos hp, div_le_div_iff₀ hp hp]
    exact mul_le_mul_of_nonneg_right (hg R) hp.le
  have h1 := abs_le.1 (key R)
  have h2 := abs_le.1 b
  exact abs_le.2 ⟨by linarith [h1.1, h2.1], by linarith [h1.2, h2.2]⟩
```

Without the hypothesis `hg` on the accumulated charge the conclusion fails: for $g(r)=1$ the Coulomb sum at $R=2$ is already $1+\tfrac12=\tfrac32$.

## The logarithm and its coefficient

Take $g(r)=h(r)-1/L$, the hole minus its mean. Its accumulated charge is $N(n)-n/L$, so the previous bound applies. With $H_R=\sum_{r=1}^R1/r$ it reads

$$\left|X(R)-\frac{H_R}{L}\right|\le1.$$

Since $\ln R\le H_R\le1+\ln R$, replacing $H_R$ by $\ln R$ costs at most $1/L\le1$. The total error is at most 2.

```lean
/-- For a nonempty set of occupied momenta and every cutoff `R ≥ 1`, the exchange sum differs
from `(ln R)/L` by at most 2. -/
theorem exchangeSum_log_bound {L : ℕ} (K : Finset (Fin L)) (hK : K.Nonempty) (R : ℕ)
    (hR : 1 ≤ R) : |exchangeSum K R - Real.log R / L| ≤ 2 := by
  have hL : 0 < L := by
    obtain ⟨k, _⟩ := hK
    exact (Nat.zero_le _).trans_lt k.isLt
  have hL1 : (1 : ℝ) ≤ L := by exact_mod_cast hL
  have hLr : (0 : ℝ) < L := by linarith
  -- subtract the mean hole density 1/L
  have a := coulomb_sum_bound (fun r => hole K r - 1 / (L : ℝ)) (by
    intro n
    have e : ∑ r ∈ Finset.Icc 1 n, (hole K r - 1 / (L : ℝ)) =
        ∑ r ∈ Finset.Icc 1 n, hole K r - (n : ℝ) / L := by
      rw [Finset.sum_sub_distrib, Finset.sum_const, Nat.card_Icc, nsmul_eq_mul,
        Nat.add_sub_cancel, mul_one_div]
    rw [e]
    exact hole_charge_bound K hK n) R
  have split : ∀ n : ℕ, ∑ r ∈ Finset.Icc 1 n, (hole K r - 1 / (L : ℝ)) / (r : ℝ) =
      exchangeSum K n - (harmonic n : ℝ) / L := by
    intro n
    induction n with
    | zero => simp [exchangeSum]
    | succ n ih =>
      have s : exchangeSum K (n + 1) =
          exchangeSum K n + hole K (n + 1) / ((n + 1 : ℕ) : ℝ) :=
        Finset.sum_Icc_succ_top (Nat.le_add_left 1 n) _
      rw [Finset.sum_Icc_succ_top (Nat.le_add_left 1 n), ih, s, harmonic_succ]
      push_cast
      ring
  have a' : |exchangeSum K R - (harmonic R : ℝ) / L| ≤ 1 := by
    rw [← split R]
    exact a
  -- the harmonic number lies between ln R and 1 + ln R
  have h1 := log_add_one_le_harmonic R
  have h2 := harmonic_le_one_add_log R
  have hR0 : (0 : ℝ) < R := by exact_mod_cast hR
  have h3 : Real.log R ≤ Real.log ((R + 1 : ℕ) : ℝ) :=
    Real.log_le_log hR0 (by push_cast; linarith)
  have h4 : Real.log R ≤ (harmonic R : ℝ) := h3.trans (by exact_mod_cast h1)
  have q0 : 0 ≤ ((harmonic R : ℝ) - Real.log R) / L := div_nonneg (by linarith) hLr.le
  have q1 : ((harmonic R : ℝ) - Real.log R) / L ≤ 1 := (div_le_one hLr).2 (by linarith)
  rw [sub_div] at q0 q1
  have h5 := abs_le.1 a'
  exact abs_le.2 ⟨by linarith [h5.1], by linarith [h5.2]⟩
```

For $R\ge2$ the logarithm is positive, and division gives

$$\left|\frac{X(R)}{\ln R}-\frac1L\right|\le\frac{2}{\ln R}\to0.$$

In the Lean statement, `atTop` lets the natural number `R` grow without bound, and `𝓝 (1 / (L : ℝ))` names the limit. The only hypothesis is `hK`, that `K` is nonempty; it already forces $L\ge1$, because `Fin 0` has no elements. The tactic proof is the same squeeze, through `squeeze_zero'`.

```lean
/-- For every finite mesh of `L` momenta with a nonempty occupied set, the exchange sum divided
by `ln R` tends to `1/L` as the cutoff `R` grows. -/
theorem exchangeSum_div_log_tendsto {L : ℕ} (K : Finset (Fin L)) (hK : K.Nonempty) :
    Tendsto (fun R : ℕ => exchangeSum K R / Real.log R) atTop (𝓝 (1 / (L : ℝ))) := by
  have hlog : Tendsto (fun R : ℕ => Real.log (R : ℝ)) atTop atTop :=
    Real.tendsto_log_atTop.comp tendsto_natCast_atTop_atTop
  have h0 : Tendsto (fun R : ℕ => 2 / Real.log (R : ℝ)) atTop (𝓝 0) := hlog.const_div_atTop 2
  rw [tendsto_iff_norm_sub_tendsto_zero]
  refine squeeze_zero' (Eventually.of_forall fun _ => norm_nonneg _) ?_ h0
  filter_upwards [eventually_ge_atTop 2] with R hR
  have hp : 0 < Real.log (R : ℝ) := Real.log_pos (by exact_mod_cast hR)
  have e : exchangeSum K R / Real.log R - 1 / (L : ℝ) =
      (exchangeSum K R - Real.log R / L) / Real.log R := by
    rw [sub_div, div_right_comm, div_self hp.ne']
  rw [Real.norm_eq_abs, e, abs_div, abs_of_pos hp, div_le_div_iff₀ hp hp]
  exact mul_le_mul_of_nonneg_right (exchangeSum_log_bound K hK R (by omega)) hp.le
```

The lower half of the bound, $X(R)\ge(\ln R)/L-2$, sends the exchange sum itself to infinity at fixed $L$.

```lean
/-- For every finite mesh with a nonempty occupied set, the untruncated exchange sum diverges
to infinity. -/
theorem exchangeSum_diverges {L : ℕ} (K : Finset (Fin L)) (hK : K.Nonempty) :
    Tendsto (exchangeSum K) atTop atTop := by
  have hL : 0 < L := by
    obtain ⟨k, _⟩ := hK
    exact (Nat.zero_le _).trans_lt k.isLt
  have hLr : (0 : ℝ) < L := by exact_mod_cast hL
  have hlog : Tendsto (fun R : ℕ => Real.log (R : ℝ)) atTop atTop :=
    Real.tendsto_log_atTop.comp tendsto_natCast_atTop_atTop
  refine tendsto_atTop_mono' atTop ?_
    (tendsto_atTop_add_const_right atTop (-2 : ℝ) (hlog.atTop_div_const hLr))
  filter_upwards [eventually_ge_atTop 1] with R hR
  linarith [(abs_le.1 (exchangeSum_log_bound K hK R hR)).1]

end

end LatticeExchangeDivergence
```

```lean
#print axioms LatticeExchangeDivergence.exchangeSum_div_log_tendsto
-- 'LatticeExchangeDivergence.exchangeSum_div_log_tendsto' depends on axioms: [propext, Classical.choice, Quot.sound]
#print axioms LatticeExchangeDivergence.exchangeSum_diverges
-- 'LatticeExchangeDivergence.exchangeSum_diverges' depends on axioms: [propext, Classical.choice, Quot.sound]
```
